# Exponential bound on the inverse dielectric matrix for a positive semidefinite nearest-neighbour response

A dielectric matrix that couples only neighbouring sites can have an inverse without a single zero entry. Truncating that inverse at some distance then discards entries of unknown size. If the dielectric matrix is $1+Q$, with a positive semidefinite response $Q$ whose eigenvalues are at most $x$, their size is bounded: entry $ij$ of $(1+Q)^{-1}$ is at most $(x/(x+2))^{d(i,j)}$ in magnitude, where $d(i,j)$ is the number of nearest-neighbour steps between the sites.

```lean
import Mathlib

open Matrix

namespace InverseDielectricDecay

noncomputable section

variable {ι : Type*} [Fintype ι] [DecidableEq ι]
```

`ι` is a finite set of sites, and `Matrix ι ι ℝ` is the type of real matrices whose rows and columns are labelled by sites.

```lean
/-- The inverse dielectric matrix `(1 + Q)⁻¹` of a response matrix `Q`, for `1 + Q` invertible. -/
def inverseDielectric (Q : Matrix ι ι ℝ) : Matrix ι ι ℝ := (1 + Q)⁻¹
```

This names $W=(1+Q)^{-1}$. Here $W$ is the inverse dielectric matrix, not the screened Coulomb interaction that often carries the same letter. In the random-phase approximation at imaginary frequency, $Q$ stands for the symmetrised product of the Coulomb interaction and minus the non-interacting response, which is positive semidefinite.

```lean
/-- Every eigenvalue of `Q` is at most `x`. -/
def EigenvaluesAtMost (Q : Matrix ι ι ℝ) (x : ℝ) : Prop :=
  ∀ (μ : ℝ) (v : ι → ℝ), v ≠ 0 → Q *ᵥ v = μ • v → μ ≤ x
```

Whenever $Qv=\mu v$ with $v\neq0$, then $\mu\le x$. The number $x$ caps the screening strength. Here `*ᵥ` applies a matrix to a vector and `•` multiplies by a number.

```lean
/-- The residual `1 - 2 (1 + Q) / (x + 2)` of the scaled dielectric matrix, for `x ≠ -2`. -/
def residual (Q : Matrix ι ι ℝ) (x : ℝ) : Matrix ι ι ℝ := 1 - (2 / (x + 2)) • (1 + Q)
```

With $s=2/(x+2)$, the residual is $R=1-s(1+Q)$. An eigenvalue $q\in[0,x]$ of $Q$ becomes $(x-2q)/(x+2)$, which lies between $-r$ and $r$ for $r=x/(x+2)$.

```lean
/-- If the eigenvalues of a positive semidefinite `Q` are at most `x`, then
`⟨v, Q v⟩ ≤ x ⟨v, v⟩` for every vector `v`. -/
theorem rayleigh_le {Q : Matrix ι ι ℝ} {x : ℝ} (hQ : Q.PosSemidef)
    (hx : EigenvaluesAtMost Q x) (v : ι → ℝ) : v ⬝ᵥ Q *ᵥ v ≤ x * (v ⬝ᵥ v) := by
  have hA : (x • (1 : Matrix ι ι ℝ) - Q).IsHermitian := by
    rw [Matrix.IsHermitian, conjTranspose_sub, conjTranspose_smul, conjTranspose_one,
      hQ.isHermitian.eq, star_trivial]
  -- an eigenvector of `x - Q` is an eigenvector of `Q`
  have hP : (x • (1 : Matrix ι ι ℝ) - Q).PosSemidef := by
    refine hA.posSemidef_iff_eigenvalues_nonneg.mpr (fun k => ?_)
    have hk := hA.mulVec_eigenvectorBasis k
    have hne : (hA.eigenvectorBasis k).ofLp ≠ 0 := fun h =>
      hA.eigenvectorBasis.orthonormal.ne_zero k (by ext i; exact congrFun h i)
    rw [sub_mulVec, smul_mulVec, one_mulVec] at hk
    have h := hx (x - hA.eigenvalues k) _ hne (by rw [sub_smul, ← hk]; abel)
    show (0 : ℝ) ≤ hA.eigenvalues k
    linarith
  have h := hP.dotProduct_mulVec_nonneg v
  simp only [star_trivial, sub_mulVec, smul_mulVec, one_mulVec, dotProduct_sub,
    dotProduct_smul, smul_eq_mul] at h
  linarith
```

In a theorem, the named assumptions precede the colon that stands outside all brackets, the claim follows it, and the proof comes after `:=`. `PosSemidef` includes symmetry, and `⬝ᵥ` is the dot product.

If $(x-Q)v=\lambda v$ with $v\ne0$, then $Qv=(x-\lambda)v$, so $x-\lambda\le x$ and $\lambda\ge0$. The symmetric matrix $x-Q$ thus has no negative eigenvalue, and $x\langle v,v\rangle-\langle v,Qv\rangle\ge0$. Lean runs this argument over an orthonormal eigenvector basis.

```lean
/-- For positive semidefinite `Q` the matrix `(1 + Q)⁻¹` is a true inverse of `1 + Q`. -/
theorem dielectric_mul_inverse {Q : Matrix ι ι ℝ} (hQ : Q.PosSemidef) :
    (1 + Q) * inverseDielectric Q = 1 :=
  mul_nonsing_inv _ (Matrix.PosDef.one.add_posSemidef hQ).det_pos.ne'.isUnit
```

Since $1+Q$ is positive definite, its determinant is positive and $W$ is a true inverse. This needs proof because Lean assigns a value to `⁻¹` even for singular matrices.

```lean
/-- If `Q` is positive semidefinite with eigenvalues at most `x ≥ 0`, then
`|Q v|² ≤ x ⟨v, Q v⟩`. -/
theorem response_sq_le {Q : Matrix ι ι ℝ} {x : ℝ} (hQ : Q.PosSemidef)
    (hx : EigenvaluesAtMost Q x) (hx0 : 0 ≤ x) (v : ι → ℝ) :
    (Q *ᵥ v) ⬝ᵥ (Q *ᵥ v) ≤ x * (v ⬝ᵥ Q *ᵥ v) := by
  have hT : Qᵀ = Q := by
    rw [← conjTranspose_eq_transpose_of_trivial]; exact hQ.isHermitian.eq
  have hs : v ⬝ᵥ Q *ᵥ (Q *ᵥ v) = (Q *ᵥ v) ⬝ᵥ (Q *ᵥ v) := by
    rw [Matrix.dotProduct_mulVec v, ← mulVec_transpose, hT]
  -- positivity of the quadratic form at `t v - Q v`
  have key : ∀ t : ℝ, 0 ≤ t * (t * (v ⬝ᵥ Q *ᵥ v)) - 2 * (t * ((Q *ᵥ v) ⬝ᵥ (Q *ᵥ v)))
      + (Q *ᵥ v) ⬝ᵥ Q *ᵥ (Q *ᵥ v) := by
    intro t
    have h := hQ.dotProduct_mulVec_nonneg (t • v - Q *ᵥ v)
    simp only [star_trivial, mulVec_sub, mulVec_smul, sub_dotProduct, dotProduct_sub,
      smul_dotProduct, dotProduct_smul, smul_eq_mul, hs] at h
    linarith
  have h1 := rayleigh_le hQ hx (Q *ᵥ v)
  rcases hx0.eq_or_lt with h0 | hpos
  · have h2 := rayleigh_le hQ hx v
    have h3 := key 1
    rw [← h0] at h1 h2 ⊢
    linarith
  · have h3 := key x
    exact le_of_mul_le_mul_left (by linarith) hpos
```

Write $a=\langle v,Qv\rangle$, $b=|Qv|^2$ and $c=\langle Qv,Q(Qv)\rangle$. Positivity at $tv-Qv$ gives `key`:
$$t^2a-2tb+c\ge0.$$
The previous bound, applied to $Qv$, gives $c\le xb$. For $x>0$, setting $t=x$ yields $x(xa-b)\ge0$, hence $b\le xa$. For $x=0$ we have $a\le0$ and $c\le0$, so $t=1$ gives $b\le0$.

```lean
/-- If `Q` is positive semidefinite with eigenvalues at most `x ≥ 0`, then `k` applications of
the residual shrink the length of any vector at least by the factor `(x / (x + 2))ᵏ`. -/
theorem residual_pow_contracts {Q : Matrix ι ι ℝ} {x : ℝ} (hQ : Q.PosSemidef)
    (hx : EigenvaluesAtMost Q x) (hx0 : 0 ≤ x) (k : ℕ) (v : ι → ℝ) :
    (residual Q x ^ k *ᵥ v) ⬝ᵥ (residual Q x ^ k *ᵥ v)
      ≤ ((x / (x + 2)) ^ k) ^ 2 * (v ⬝ᵥ v) := by
  have step : ∀ w : ι → ℝ, (residual Q x *ᵥ w) ⬝ᵥ (residual Q x *ᵥ w)
      ≤ (x / (x + 2)) ^ 2 * (w ⬝ᵥ w) := by
    intro w
    have hr : x / (x + 2) = 1 - 2 / (x + 2) := by
      have : x + 2 ≠ 0 := by positivity
      rw [eq_sub_iff_add_eq, ← add_div, div_self this]
    have hR : residual Q x *ᵥ w = (x / (x + 2)) • w - (2 / (x + 2)) • (Q *ᵥ w) := by
      rw [residual, sub_mulVec, smul_mulVec, add_mulVec, one_mulVec, hr]
      module
    have hb := mul_le_mul_of_nonneg_left (response_sq_le hQ hx hx0 w)
      (sq_nonneg (2 / (x + 2)))
    have e : (2 / (x + 2)) ^ 2 * (x * (w ⬝ᵥ Q *ᵥ w))
        = 2 * (x / (x + 2)) * (2 / (x + 2)) * (w ⬝ᵥ Q *ᵥ w) := by ring
    rw [hR]
    simp only [sub_dotProduct, dotProduct_sub, smul_dotProduct, dotProduct_smul,
      smul_eq_mul, dotProduct_comm (Q *ᵥ w) w]
    nlinarith [hb, e]
  induction k with
  | zero => simp
  | succ k ih =>
    rw [pow_succ' (residual Q x), ← mulVec_mulVec]
    calc _ ≤ (x / (x + 2)) ^ 2 * _ := step _
      _ ≤ (x / (x + 2)) ^ 2 * (((x / (x + 2)) ^ k) ^ 2 * (v ⬝ᵥ v)) :=
        mul_le_mul_of_nonneg_left ih (sq_nonneg _)
      _ = _ := by ring
```

Since $r=1-s$, we have $Rw=rw-sQw$. Therefore
$$|Rw|^2=r^2|w|^2-2rs\langle w,Qw\rangle+s^2|Qw|^2\le r^2|w|^2,$$
because $s^2|Qw|^2\le s^2x\langle w,Qw\rangle$ and $sx=2r$. This is `step`; induction gives $|R^kv|\le r^k|v|$, stated in squared form.

```lean
/-- If `Q` couples only sites at distance at most one, the `k`-th power of the residual
has no entries between sites farther apart than `k`. -/
theorem residual_pow_local {Q : Matrix ι ι ℝ} (x : ℝ) (d : ι → ι → ℕ)
    (d_self : ∀ i, d i i = 0) (d_tri : ∀ i j k, d i k ≤ d i j + d j k)
    (hloc : ∀ i j, 1 < d i j → Q i j = 0) (k : ℕ) :
    ∀ i j, k < d i j → (residual Q x ^ k) i j = 0 := by
  have hne : ∀ i j, 0 < d i j → i ≠ j := by
    rintro i j h rfl
    rw [d_self] at h
    exact lt_irrefl _ h
  induction k with
  | zero => intro i j h; rw [pow_zero, one_apply_ne (hne i j h)]
  | succ k ih =>
    intro i j h
    rw [pow_succ, Matrix.mul_apply]
    refine Finset.sum_eq_zero (fun l _ => ?_)
    by_cases hl : k < d i l
    · rw [ih i l hl, zero_mul]
    · have h1 : 1 < d l j := by have := d_tri i l j; omega
      have h2 : residual Q x l j = 0 := by
        simp [residual, one_apply_ne (hne l j (by omega)), hloc l j h1]
      rw [h2, mul_zero]
```

The distance $d$ takes natural-number values, vanishes from a site to itself and obeys the triangle inequality. The hypothesis `hloc` makes the response strictly short-ranged, an idealisation given the long-range Coulomb interaction.

For $k=0$, $R^0=1$ has no off-diagonal entries. For the induction step, let $d(i,j)>k+1$ and expand
$$(R^{k+1})_{ij}=\sum_l(R^k)_{il}R_{lj}.$$
If $d(i,l)>k$, the first factor vanishes. Otherwise $d(l,j)>1$, and the second does.

```lean
/-- Finite Neumann expansion of the inverse dielectric matrix of a positive semidefinite `Q`,
with its exact remainder after `m` terms. -/
theorem neumann_remainder {Q : Matrix ι ι ℝ} (hQ : Q.PosSemidef) (x : ℝ) (m : ℕ) :
    (2 / (x + 2)) • ∑ k ∈ Finset.range m, residual Q x ^ k
      + residual Q x ^ m * inverseDielectric Q = inverseDielectric Q := by
  have hRW : residual Q x * inverseDielectric Q
      = inverseDielectric Q - (2 / (x + 2)) • (1 : Matrix ι ι ℝ) := by
    rw [residual, sub_mul, one_mul, smul_mul_assoc, dielectric_mul_inverse hQ]
  induction m with
  | zero => simp
  | succ m ih =>
    rw [Finset.sum_range_succ, pow_succ, mul_assoc, hRW, mul_sub, mul_smul_comm, mul_one,
      smul_add]
    refine Eq.trans ?_ ih
    abel
```

From $(1+Q)W=1$ follows $RW=W-s$, so $R^{m+1}W=R^mW-sR^m$. Induction gives
$$W=s\sum_{k<m}R^k+R^mW.$$

```lean
/-- Let `Q` be positive semidefinite with eigenvalues at most `x`, coupling only sites at
distance at most one. Then the inverse dielectric matrix obeys
`|((1 + Q)⁻¹)ᵢⱼ| ≤ (x / (x + 2)) ^ d(i,j)`. -/
theorem inverseDielectric_decay {Q : Matrix ι ι ℝ} {x : ℝ} (hQ : Q.PosSemidef)
    (hx : EigenvaluesAtMost Q x) (d : ι → ι → ℕ)
    (d_self : ∀ i, d i i = 0) (d_tri : ∀ i j k, d i k ≤ d i j + d j k)
    (hloc : ∀ i j, 1 < d i j → Q i j = 0) (i j : ι) :
    |inverseDielectric Q i j| ≤ (x / (x + 2)) ^ d i j := by
  have hp : ∀ v : ι → ℝ, 0 ≤ v ⬝ᵥ Q *ᵥ v := fun v => by
    simpa only [star_trivial] using hQ.dotProduct_mulVec_nonneg v
  have he : (Pi.single j 1 : ι → ℝ) ⬝ᵥ Pi.single j 1 = 1 := by simp
  have hx0 : 0 ≤ x := by
    have h := (hp (Pi.single j 1)).trans (rayleigh_le hQ hx _)
    rwa [he, mul_one] at h
  -- only the Neumann remainder reaches from `j` to `i`
  have hent : inverseDielectric Q i j
      = (residual Q x ^ d i j *ᵥ (inverseDielectric Q *ᵥ Pi.single j 1)) i := by
    have h := congrFun (congrFun (neumann_remainder hQ x (d i j)) i) j
    have hz : (∑ k ∈ Finset.range (d i j), residual Q x ^ k) i j = 0 := by
      rw [Matrix.sum_apply]
      exact Finset.sum_eq_zero fun k hk =>
        residual_pow_local x d d_self d_tri hloc k i j (Finset.mem_range.mp hk)
    rw [Matrix.add_apply, Matrix.smul_apply, hz, smul_zero, zero_add] at h
    rw [mulVec_mulVec, ← h]
    simp
  -- the inverse dielectric matrix does not lengthen vectors
  have hW : (inverseDielectric Q *ᵥ Pi.single j 1) ⬝ᵥ (inverseDielectric Q *ᵥ Pi.single j 1)
      ≤ 1 := by
    set u := inverseDielectric Q *ᵥ Pi.single j 1 with hu
    have h : u + Q *ᵥ u = Pi.single j 1 := by
      have h' : (1 + Q) *ᵥ u = Pi.single j 1 := by
        rw [hu, mulVec_mulVec, dielectric_mul_inverse hQ, one_mulVec]
      rwa [add_mulVec, one_mulVec] at h'
    have hq : 0 ≤ (Q *ᵥ u) ⬝ᵥ (Q *ᵥ u) :=
      Finset.sum_nonneg fun l _ => mul_self_nonneg _
    rw [← h] at he
    simp only [add_dotProduct, dotProduct_add, dotProduct_comm (Q *ᵥ u) u] at he
    linarith [hp u]
  have hc := residual_pow_contracts hQ hx hx0 (d i j) (inverseDielectric Q *ᵥ Pi.single j 1)
  set w := residual Q x ^ d i j *ᵥ (inverseDielectric Q *ᵥ Pi.single j 1)
  have hi : w i * w i ≤ w ⬝ᵥ w :=
    Finset.single_le_sum (f := fun l => w l * w l) (fun l _ => mul_self_nonneg _)
      (Finset.mem_univ i)
  have hsq : (w i) ^ 2 ≤ ((x / (x + 2)) ^ d i j) ^ 2 := by
    nlinarith [mul_le_mul_of_nonneg_left hW (sq_nonneg ((x / (x + 2)) ^ d i j))]
  rw [hent]
  exact (sq_le_sq.mp hsq).trans_eq (abs_of_nonneg (by positivity))
```

Let $e_j$, in Lean `Pi.single j 1`, be the unit vector at site $j$. First, $0\le\langle e_j,Qe_j\rangle\le x$, so $x\ge0$ need not be assumed.

Take $m=d(i,j)$. Every $R^k$ with $k<m$ has a zero at $ij$, so $W_{ij}=(R^mu)_i$ with $u=We_j$ (`hent`). Since $u+Qu=e_j$,
$$1=|u|^2+2\langle u,Qu\rangle+|Qu|^2\ge|u|^2,$$
which is `hW`. Hence $|W_{ij}|\le|R^mu|\le r^m|u|\le r^m$.

Positive semidefiniteness can't be weakened to symmetry with $1+Q$ positive definite. On one site, $Q=-1/2$ has its eigenvalue below $x=1$, yet $W=2$ exceeds the bound $(1/3)^0=1$.

```lean
/-- On a chain, let `Q` be positive semidefinite with nearest-neighbour couplings and eigenvalues
at most `x`. Then `|((1 + Q)⁻¹)ᵢⱼ| ≤ (x / (x + 2)) ^ |i - j|`. -/
theorem chain_decay {n : ℕ} {Q : Matrix (Fin n) (Fin n) ℝ} {x : ℝ} (hQ : Q.PosSemidef)
    (hx : EigenvaluesAtMost Q x)
    (hloc : ∀ i j : Fin n, 1 < ((i : ℤ) - (j : ℤ)).natAbs → Q i j = 0) (i j : Fin n) :
    |inverseDielectric Q i j| ≤ (x / (x + 2)) ^ ((i : ℤ) - (j : ℤ)).natAbs :=
  inverseDielectric_decay hQ hx (fun i j => ((i : ℤ) - (j : ℤ)).natAbs)
    (fun i => by simp) (fun i j k => by omega) hloc i j
```

`Fin n` labels an open chain by $0,\dots,n-1$, and `natAbs` makes the distance $|i-j|$. In a finite nearest-neighbour model, this bounds each entry of $W$ that a truncation discards. The error in a quantity computed from the truncated matrix needs a separate estimate.

```lean
/-- For the two-site response `Q = (x/2) [[1, -1], [-1, 1]]` with `x ≥ 0`, the off-diagonal entry
of the inverse dielectric matrix grows strictly with `x`. -/
theorem dimer_offdiagonal_grows {x y : ℝ} (hx : 0 ≤ x) (hxy : x < y) :
    inverseDielectric !![x / 2, -(x / 2); -(x / 2), x / 2] 0 1
      < inverseDielectric !![y / 2, -(y / 2); -(y / 2), y / 2] 0 1 := by
  -- the entry equals `t / (2 (1 + t))`
  have h : ∀ t : ℝ, 0 ≤ t →
      inverseDielectric !![t / 2, -(t / 2); -(t / 2), t / 2] 0 1 = t / (2 * (1 + t)) := by
    intro t ht
    have h1 : 1 + t ≠ 0 := by positivity
    have hinv : inverseDielectric !![t / 2, -(t / 2); -(t / 2), t / 2]
        = !![(2 + t) / (2 * (1 + t)), t / (2 * (1 + t));
             t / (2 * (1 + t)), (2 + t) / (2 * (1 + t))] := by
      refine inv_eq_right_inv ?_
      rw [one_fin_two]
      ext i j
      fin_cases i <;> fin_cases j <;> simp [Matrix.mul_apply, Fin.sum_univ_succ] <;>
        field_simp <;> ring
    rw [hinv]
    simp
  rw [h x hx, h y (hx.trans hxy.le), div_lt_div_iff₀ (by linarith) (by linarith)]
  nlinarith

end

end InverseDielectricDecay
```

As $x$ grows, $r$ approaches one and the guaranteed decay weakens. The off-diagonal entries themselves need not grow: a diagonal $Q$ gives a diagonal $W$ at any strength. In this two-site model, with eigenvalues $0$ and $x$, they do. Multiplying out confirms the inverse, whose off-diagonal entry is $x/(2(1+x))$. For $0\le x<y$, cross-multiplication reduces the claimed inequality to $x(1+y)<y(1+x)$, that is, $x<y$.

```lean
#print axioms InverseDielectricDecay.inverseDielectric_decay
#print axioms InverseDielectricDecay.chain_decay
#print axioms InverseDielectricDecay.dimer_offdiagonal_grows
```

```
'InverseDielectricDecay.inverseDielectric_decay' depends on axioms: [propext, Classical.choice, Quot.sound]
'InverseDielectricDecay.chain_decay' depends on axioms: [propext, Classical.choice, Quot.sound]
'InverseDielectricDecay.dimer_offdiagonal_grows' depends on axioms: [propext, Classical.choice, Quot.sound]
```
